# An invertible local filter can change the transfer-matrix correlation lengths of a matrix product state

The theorem concerns a uniform matrix product state with two-level sites and the bond-dimension-two matrices `1` and `diag(1, -1)`. A correlation length here is a number ξ > 0 for which some transfer eigenvalue has modulus exp(-1/ξ) times the largest modulus, which must be nonzero. The theorem says that this tensor has no such length, but that for 0 < t < 1 the filter `diag(1, t)` on each site gives it the length 1 / log((1 + t²)/(1 - t²)). The tensors are not normalised: the distinct transfer eigenvalues are 2 and 0 before the filter and 1 ± t² after it, or 1 and 0, and 1 and (1 - t²)/(1 + t²), once divided by the largest. The proof treats the unfiltered tensor as the case t = 1, where neither eigenvalue ratio can equal exp(-1/ξ), and for the filtered one it exhibits the two eigenvalues and checks their ratio.

Lean 4 with Mathlib refuses this proof:

```lean
import Mathlib

open Matrix
open scoped Kronecker

namespace MPSTransferSpectrum

noncomputable section

variable {σ τ n : Type*} [Fintype σ] [Fintype τ] [Fintype n] [DecidableEq σ] [DecidableEq n]

/-- The transfer matrix `∑ s, A^s ⊗ conj (A^s)` of a uniform matrix product state. -/
def transfer (A : σ → Matrix n n ℂ) : Matrix (n × n) (n × n) ℂ :=
  ∑ s, A s ⊗ₖ (A s).map star

/-- The matrix `U` acting on the physical index of the tensor. -/
def physical (U : Matrix τ σ ℂ) (A : σ → Matrix n n ℂ) : τ → Matrix n n ℂ :=
  fun s => ∑ t, U s t • A t

/-- `ξ > 0` is a correlation length if some transfer eigenvalue `μ` has modulus
`|Λ| exp (-1/ξ)`, where `Λ` is a nonzero transfer eigenvalue of largest modulus. -/
def IsCorrelationLength (A : σ → Matrix n n ℂ) (ξ : ℝ) : Prop :=
  0 < ξ ∧ ∃ Λ μ : ℂ, (transfer A).charpoly.IsRoot Λ ∧ (transfer A).charpoly.IsRoot μ ∧
    Λ ≠ 0 ∧ (∀ ν : ℂ, (transfer A).charpoly.IsRoot ν → ‖ν‖ ≤ ‖Λ‖) ∧
    ‖μ‖ = ‖Λ‖ * Real.exp (-(1 / ξ))

omit [Fintype n] [DecidableEq σ] [DecidableEq n] in
/-- The entries of the transfer matrix: one layer of the tensor times its conjugate,
summed over the physical index. -/
theorem transfer_apply (A : σ → Matrix n n ℂ) (i j k l : n) :
    transfer A (i, j) (k, l) = ∑ s, A s i k * star (A s j l) := by
  simp only [transfer, Matrix.sum_apply, Matrix.kroneckerMap_apply, Matrix.map_apply]

/-- The bond-dimension-two tensor with matrices `1` and `diag(1, -1)`. -/
def pauliTensor : Fin 2 → Matrix (Fin 2) (Fin 2) ℂ :=
  ![1, Matrix.diagonal ![1, -1]]

/-- The local filter `diag(1, t)` on a two-level site. -/
def localFilter (t : ℝ) : Matrix (Fin 2) (Fin 2) ℂ :=
  Matrix.diagonal ![1, (t : ℂ)]

/-- After the filter `diag(1, t)` the transfer eigenvalues of the tensor `1, diag(1, -1)`
are `1 + t²` and `1 - t²`. -/
theorem filtered_eigenvalues (t : ℝ) (ν : ℂ) :
    (transfer (physical (localFilter t) pauliTensor)).charpoly.IsRoot ν ↔
      ν = 1 + (t : ℂ) ^ 2 ∨ ν = 1 - (t : ℂ) ^ 2 := by
  have hd : transfer (physical (localFilter t) pauliTensor) = Matrix.diagonal
      (fun p : Fin 2 × Fin 2 => if p.1 = p.2 then 1 + (t : ℂ) ^ 2 else 1 - (t : ℂ) ^ 2) := by
    ext ⟨i, j⟩ ⟨k, l⟩
    rw [transfer_apply]
    fin_cases i <;> fin_cases j <;> fin_cases k <;> fin_cases l <;>
      simp [physical, localFilter, pauliTensor, Fin.sum_univ_succ,
        Matrix.diagonal_apply] <;> ring
  rw [hd, Matrix.charpoly_diagonal, Polynomial.IsRoot.def, Polynomial.eval_prod,
    Finset.prod_eq_zero_iff]
  constructor
  · rintro ⟨p, _, hp⟩
    rw [Polynomial.eval_sub, Polynomial.eval_X, Polynomial.eval_C, sub_eq_zero] at hp
    by_cases h : p.1 = p.2
    · left; rwa [if_pos h] at hp
    · right; rwa [if_neg h] at hp
  · rintro (h | h)
    · exact ⟨(0, 0), Finset.mem_univ _, by simp [h]⟩
    · exact ⟨(0, 1), Finset.mem_univ _, by simp [h]⟩

/-- The tensor `1, diag(1, -1)` has no correlation length, but after the filter `diag(1, t)` with `0
< t < 1` it has the correlation length `1 / log ((1 + t²) / (1 - t²))`. -/
theorem filter_changes_correlationLength {t : ℝ} (h0 : 0 < t) (h1 : t < 1) :
    (∀ ξ, ¬ IsCorrelationLength pauliTensor ξ) ∧
      IsCorrelationLength (physical (localFilter t) pauliTensor)
        (1 / Real.log ((1 + t ^ 2) / (1 - t ^ 2))) := by
  constructor
  · -- the unfiltered tensor is the case `t = 1`, with eigenvalues `2` and `0`
    have hA : physical (localFilter 1) pauliTensor = pauliTensor := by
      funext s
      fin_cases s <;>
        simp [physical, localFilter, Fin.sum_univ_succ, Matrix.diagonal_apply]
    rintro ξ ⟨hξ, Λ, μ, hΛ, hμ, hne, -, h⟩
    rw [← hA, filtered_eigenvalues] at hΛ hμ
    have hn : 0 < ‖Λ‖ := norm_pos_iff.mpr hne
    have hp := Real.exp_pos (-(1 / ξ))
    have he : Real.exp (-(1 / ξ)) < 1 := by
      have := one_div_pos.mpr hξ
      exact Real.exp_lt_one (by linarith)
    rcases hΛ with hΛ | hΛ
    · rcases hμ with hμ | hμ
      · rw [hμ.trans hΛ.symm] at h
        nlinarith [mul_pos hn (sub_pos.mpr he)]
      · have hz : μ = 0 := by rw [hμ]; simp
        rw [hz, norm_zero] at h
        linarith [mul_pos hn hp]
    · exact hne (by rw [hΛ]; simp)
  · have ht : 0 < t ^ 2 := by positivity
    have hm : 0 < 1 - t ^ 2 := by nlinarith
    have hq : 0 < 1 + t ^ 2 := by linarith
    have nq : ‖1 + (t : ℂ) ^ 2‖ = 1 + t ^ 2 := by
      have : 1 + (t : ℂ) ^ 2 = ((1 + t ^ 2 : ℝ) : ℂ) := by push_cast; rfl
      rw [this, Complex.norm_real, Real.norm_of_nonneg hq.le]
    have nm : ‖1 - (t : ℂ) ^ 2‖ = 1 - t ^ 2 := by
      have : 1 - (t : ℂ) ^ 2 = ((1 - t ^ 2 : ℝ) : ℂ) := by push_cast; rfl
      rw [this, Complex.norm_real, Real.norm_of_nonneg hm.le]
    refine ⟨one_div_pos.mpr (Real.log_pos ((one_lt_div hm).mpr (by linarith))),
      1 + (t : ℂ) ^ 2, 1 - (t : ℂ) ^ 2, (filtered_eigenvalues t _).mpr (Or.inl rfl),
      (filtered_eigenvalues t _).mpr (Or.inr rfl), ?_, ?_, ?_⟩
    · exact norm_pos_iff.mp (by rw [nq]; exact hq)
    · intro ν hν
      rcases (filtered_eigenvalues t ν).mp hν with h | h
      · rw [h]
      · rw [h, nq, nm]; linarith
    · rw [nq, nm, one_div_one_div, Real.exp_neg, Real.exp_log (div_pos hq hm), inv_div,
        mul_div_cancel₀ _ hq.ne']

end

end MPSTransferSpectrum
```

Lean reports:

```
Main.lean:84:12: error(lean.unknownIdentifier): Unknown constant `Real.exp_lt_one`
Main.lean:77:37: warning: This simp argument is unused:
  Fin.sum_univ_succ

Hint: Omit it from the simp argument list.
  [apply] simp [physical, localFilter, Matrix.diagonal_apply]

Note: This linter can be disabled with `set_option linter.unusedSimpArgs false`
```

This version goes through:

```diff
@@ -75,5 +75,5 @@
       funext s
       fin_cases s <;>
-        simp [physical, localFilter, Fin.sum_univ_succ, Matrix.diagonal_apply]
+        simp [physical, localFilter, Matrix.diagonal_apply]
     rintro ξ ⟨hξ, Λ, μ, hΛ, hμ, hne, -, h⟩
     rw [← hA, filtered_eigenvalues] at hΛ hμ
@@ -82,5 +82,5 @@
     have he : Real.exp (-(1 / ξ)) < 1 := by
       have := one_div_pos.mpr hξ
-      exact Real.exp_lt_one (by linarith)
+      exact Real.exp_lt_one_iff.mpr (by linarith)
     rcases hΛ with hΛ | hΛ
     · rcases hμ with hμ | hμ
```

Cause. The error is a missing name: Lean finds no constant `Real.exp_lt_one`. The line that calls it has to show `Real.exp (-(1 / ξ)) < 1`, the strict bound that rules out a correlation length for the unfiltered tensor.

The repair uses `Real.exp_lt_one_iff`, which says that the exponential of a real number is below one exactly when that number is negative. Its direction `.mpr` turns a proof of `-(1 / ξ) < 0` into the bound wanted. The call to `linarith` stays as it was, and proves this inequality from `0 < 1 / ξ`, which the line before has put in the context.

The other message is only a warning, that `simp` makes no use of `Fin.sum_univ_succ` in the proof that the filter with t = 1 leaves the tensor unchanged. Dropping that argument is mere tidying and has no part in curing the error.
